# Point bases orthonormal under the same site weights and starting with 1 agree on each cluster's sum of squared coefficients

Q: Two groups expand the energy of the same ternary alloy in clusters. They use different point functions on each site and report different pair coefficients. Can either speak of the strength of a pair?

A: Yes, if strength means the sum of squared coefficients over all nonconstant point functions on that pair. The two groups' sums agree when both bases are orthonormal under the same site weights, with the constant 1 as zeroth function, and the coefficients are exact projections of the same energy function.

Q: Show me without Lean.

A: Take one site with species \(x\), weights \(w_x\) and as many functions \(\varphi_k\) as species. Orthonormality, \(\sum_x w_x\varphi_j(x)\varphi_k(x)=\delta_{jk}\), says that the square matrices \(A_{kx}=\varphi_k(x)\) and \(B_{xk}=w_x\varphi_k(x)\) satisfy \(AB=1\). Hence \(BA=1\):
\[ w_x\sum_k\varphi_k(x)\varphi_k(y)=\delta_{xy}. \]
Setting \(y=x\) gives \(w_x>0\), since the sum is nonnegative and the product is 1. Dividing by \(w_x\) and removing the term \(k=0\), which is 1, leaves
\[ \sum_{k\neq0}\varphi_k(x)\varphi_k(y)=\frac{\delta_{xy}}{w_x}-1=:K(x,y), \]
which contains only the weights.

For many sites \(i\), let \(\sigma,\tau\) be configurations, \(W(\sigma)=\prod_i w^i_{\sigma_i}\), and \(\Phi_\alpha(\sigma)=\prod_i\varphi^i_{\alpha_i}(\sigma_i)\). The labels \(\alpha\) belonging to a cluster \(S\) are nonzero exactly on \(S\). They are chosen independently on each site, and sites outside \(S\) contribute a factor 1, so
\[ \sum_{\alpha}\Phi_\alpha(\sigma)\Phi_\alpha(\tau)=\prod_{i\in S}K_i(\sigma_i,\tau_i). \]
With \(c_\alpha=\sum_\sigma W(\sigma)f(\sigma)\Phi_\alpha(\sigma)\), expanding the square gives
\[ \sum_\alpha c_\alpha^2=\sum_{\sigma,\tau}W(\sigma)f(\sigma)\,W(\tau)f(\tau)\prod_{i\in S}K_i(\sigma_i,\tau_i). \]
No point function remains on the right.

Q: What does Lean take a point basis to be? I see no assumption of positive weights.

A: Positivity follows from the two fields below, as does \(\sum_x w_x=1\), from `ortho` at \(j=k=0\). The weights stand for the site's reference composition. In `φ k x` the function label comes first and the species second.

```lean
import Mathlib

open Finset

namespace ClusterBasisInvariance

noncomputable section

/-- A point basis on a site with `n + 1` species: as many functions as species, orthonormal
under the site weights `w`, the zeroth being the constant 1. -/
structure IsPointBasis {n : ℕ} (w : Fin (n + 1) → ℝ)
    (φ : Fin (n + 1) → Fin (n + 1) → ℝ) : Prop where
  const : ∀ x, φ 0 x = 1
  ortho : ∀ j k, ∑ x, w x * φ j x * φ k x = if j = k then 1 else 0

/-- The site kernel `δ(x, y) / w x - 1`, for nonzero weights. -/
def siteKernel {n : ℕ} (w : Fin (n + 1) → ℝ) (x y : Fin (n + 1)) : ℝ :=
  (if x = y then 1 / w x else 0) - 1
```

Q: And the one-site argument?

A: `closure_relation` writes orthonormality as a matrix product, and `mul_eq_one_comm` turns the right inverse into a left inverse.

```lean
/-- Closure relation of a point basis: the weighted sum over all point functions of their
products at two species is 1 for equal species and 0 otherwise. -/
theorem closure_relation {n : ℕ} {w : Fin (n + 1) → ℝ} {φ : Fin (n + 1) → Fin (n + 1) → ℝ}
    (h : IsPointBasis w φ) (x y : Fin (n + 1)) :
    w x * ∑ k, φ k x * φ k y = if x = y then 1 else 0 := by
  -- orthonormality says that a square matrix has a right inverse
  have hAB : (Matrix.of φ) * (Matrix.of fun x k => w x * φ k x) = 1 := by
    ext j k
    simp only [Matrix.mul_apply, Matrix.of_apply, Matrix.one_apply]
    rw [← h.ortho j k]
    exact Finset.sum_congr rfl fun x _ => by ring
  -- which is then also a left inverse
  have hinv := mul_eq_one_comm.mp hAB
  have hBA := congrArg (fun M : Matrix (Fin (n + 1)) (Fin (n + 1)) ℝ => M x y) hinv
  simp only [Matrix.mul_apply, Matrix.of_apply, Matrix.one_apply] at hBA
  rw [← hBA, Finset.mul_sum]
  exact Finset.sum_congr rfl fun k _ => by ring
```

`weight_pos` supposes a nonpositive weight and contradicts the diagonal closure relation.

```lean
/-- Site weights that admit a point basis are positive. -/
theorem weight_pos {n : ℕ} {w : Fin (n + 1) → ℝ} {φ : Fin (n + 1) → Fin (n + 1) → ℝ}
    (h : IsPointBasis w φ) (x : Fin (n + 1)) : 0 < w x := by
  have h1 := closure_relation h x x
  rw [if_pos rfl] at h1
  have hs : 0 ≤ ∑ k, φ k x * φ k x := Finset.sum_nonneg fun k _ => mul_self_nonneg _
  by_contra hw
  nlinarith [mul_nonneg (neg_nonneg.2 (not_lt.1 hw)) hs]
```

`sum_nonconstant` splits off label 0 and divides by the weight, treating equal and unequal species separately.

```lean
/-- For a point basis, the products of the nonconstant point functions at two species sum to
the site kernel. -/
theorem sum_nonconstant {n : ℕ} {w : Fin (n + 1) → ℝ} {φ : Fin (n + 1) → Fin (n + 1) → ℝ}
    (h : IsPointBasis w φ) (x y : Fin (n + 1)) :
    ∑ k ∈ univ.erase 0, φ k x * φ k y = siteKernel w x y := by
  have hw := (weight_pos h x).ne'
  have hc := closure_relation h x y
  have hs := Finset.add_sum_erase univ (fun k => φ k x * φ k y) (mem_univ 0)
  simp only [h.const, mul_one] at hs
  have hfull : ∑ k, φ k x * φ k y = if x = y then 1 / w x else 0 := by
    by_cases hxy : x = y
    · rw [if_pos hxy] at hc ⊢
      rw [eq_div_iff hw, mul_comm]
      exact hc
    · rw [if_neg hxy] at hc ⊢
      exact (mul_eq_zero.1 hc).resolve_left hw
  unfold siteKernel
  linarith
```

Q: Do the definitions for the whole crystal match your sums?

A: They do, for a finite set of sites `ι`. Site `i` has `m i + 1` species, so sublattices may differ. `configWeight` is \(W\), `clusterFn` is \(\Phi_\alpha\) and `coefficient` is \(c_\alpha\).

```lean
variable {ι : Type*} [Fintype ι] [DecidableEq ι] {m : ι → ℕ}

/-- The product weight of a configuration. -/
def configWeight (w : ∀ i, Fin (m i + 1) → ℝ) (σ : ∀ i, Fin (m i + 1)) : ℝ :=
  ∏ i, w i (σ i)

/-- The cluster function of a decoration `α`: the product over sites of the point functions
labelled by `α`. -/
def clusterFn (φ : ∀ i, Fin (m i + 1) → Fin (m i + 1) → ℝ)
    (α σ : ∀ i, Fin (m i + 1)) : ℝ :=
  ∏ i, φ i (α i) (σ i)

/-- The coefficient of `f` on a decoration: its inner product with the cluster function
under the product weight. -/
def coefficient (w : ∀ i, Fin (m i + 1) → ℝ) (φ : ∀ i, Fin (m i + 1) → Fin (m i + 1) → ℝ)
    (f : (∀ i, Fin (m i + 1)) → ℝ) (α : ∀ i, Fin (m i + 1)) : ℝ :=
  ∑ σ, configWeight w σ * f σ * clusterFn φ α σ
```

"Decoration" here means a choice of point functions, not of atoms. For empty \(S\) only the all-zero label remains.

```lean
/-- The decorations of a cluster `S`: labels that are nonzero exactly on the sites of `S`. -/
def decorations (S : Finset ι) : Finset (∀ i, Fin (m i + 1)) :=
  univ.filter fun α => ∀ i, α i ≠ 0 ↔ i ∈ S

/-- The part of `f` carried by the cluster `S`: its expansion restricted to the decorations
of `S`. -/
def clusterPart (w : ∀ i, Fin (m i + 1) → ℝ) (φ : ∀ i, Fin (m i + 1) → Fin (m i + 1) → ℝ)
    (f : (∀ i, Fin (m i + 1)) → ℝ) (S : Finset ι) (τ : ∀ i, Fin (m i + 1)) : ℝ :=
  ∑ α ∈ decorations S, coefficient w φ f α * clusterFn φ α τ

/-- The sum of squared coefficients of `f` over all decorations of the cluster `S`. -/
def clusterPower (w : ∀ i, Fin (m i + 1) → ℝ) (φ : ∀ i, Fin (m i + 1) → Fin (m i + 1) → ℝ)
    (f : (∀ i, Fin (m i + 1)) → ℝ) (S : Finset ι) : ℝ :=
  ∑ α ∈ decorations S, coefficient w φ f α ^ 2
```

Q: Where does the factorisation happen?

A: In `sum_decorations`. It rewrites the decorations as a product set, and `Finset.prod_univ_sum` exchanges sum and product.

```lean
variable {w : ∀ i, Fin (m i + 1) → ℝ} {φ ψ : ∀ i, Fin (m i + 1) → Fin (m i + 1) → ℝ}

/-- For point bases on all sites, the products of cluster functions at two configurations,
summed over the decorations of `S`, factorise into the site kernels of `S`. -/
theorem sum_decorations (h : ∀ i, IsPointBasis (w i) (φ i)) (S : Finset ι)
    (σ τ : ∀ i, Fin (m i + 1)) :
    ∑ α ∈ decorations S, clusterFn φ α σ * clusterFn φ α τ =
      ∏ i ∈ S, siteKernel (w i) (σ i) (τ i) := by
  -- the labels on different sites are chosen independently
  have hD : decorations (m := m) S =
      Fintype.piFinset fun i => if i ∈ S then univ.erase 0 else {0} := by
    ext α
    simp only [decorations, mem_filter, mem_univ, true_and, Fintype.mem_piFinset]
    refine forall_congr' fun i => ?_
    by_cases hi : i ∈ S <;> simp [hi]
  simp only [hD, clusterFn, ← Finset.prod_mul_distrib]
  rw [← Finset.prod_univ_sum (fun i => if i ∈ S then univ.erase 0 else {0})
    (fun i k => φ i k (σ i) * φ i k (τ i))]
  refine (Finset.prod_subset (Finset.subset_univ S) ?_).symm.trans
    (Finset.prod_congr rfl ?_)
  · intro i _ hi
    simp [hi, (h i).const]
  · intro i hi
    rw [if_pos hi]
    exact sum_nonconstant (h i) (σ i) (τ i)
```

`clusterPart_eq` exchanges the sums over labels and configurations, then inserts the kernels.

```lean
/-- For point bases on all sites, the part of `f` carried by a cluster is given by `f` and the site
weights, through the site kernels, without reference to the point functions. -/
theorem clusterPart_eq (h : ∀ i, IsPointBasis (w i) (φ i))
    (f : (∀ i, Fin (m i + 1)) → ℝ) (S : Finset ι) (τ : ∀ i, Fin (m i + 1)) :
    clusterPart w φ f S τ =
      ∑ σ, configWeight w σ * f σ * ∏ i ∈ S, siteKernel (w i) (σ i) (τ i) := by
  simp only [clusterPart, coefficient, Finset.sum_mul]
  rw [Finset.sum_comm]
  refine Finset.sum_congr rfl fun σ _ => ?_
  rw [← sum_decorations h S σ τ, Finset.mul_sum]
  exact Finset.sum_congr rfl fun α _ => by ring
```

The next lemma expands one factor of each square. It needs no orthonormality.

```lean
/-- The sum of squared coefficients on a cluster is the weighted overlap of `f` with the part
of `f` carried by that cluster. -/
theorem clusterPower_eq_overlap (f : (∀ i, Fin (m i + 1)) → ℝ) (S : Finset ι) :
    clusterPower w φ f S = ∑ τ, configWeight w τ * f τ * clusterPart w φ f S τ := by
  simp only [clusterPower, clusterPart, Finset.mul_sum]
  rw [Finset.sum_comm]
  refine Finset.sum_congr rfl fun α _ => ?_
  calc coefficient w φ f α ^ 2
      = coefficient w φ f α * ∑ τ, configWeight w τ * f τ * clusterFn φ α τ := by
        rw [sq]; rfl
    _ = _ := by
        rw [Finset.mul_sum]
        exact Finset.sum_congr rfl fun τ _ => by ring
```

The main theorem applies these two lemmas to both bases, for every real \(f\) and every \(S\).

```lean
/-- Replacing the point basis on every site by another one, orthonormal under the same weights
and also starting with the constant 1, preserves for every cluster the sum of squared
coefficients over its decorations by nonconstant point functions. -/
theorem clusterPower_invariant (hφ : ∀ i, IsPointBasis (w i) (φ i))
    (hψ : ∀ i, IsPointBasis (w i) (ψ i)) (f : (∀ i, Fin (m i + 1)) → ℝ) (S : Finset ι) :
    clusterPower w φ f S = clusterPower w ψ f S := by
  rw [clusterPower_eq_overlap, clusterPower_eq_overlap]
  refine Finset.sum_congr rfl fun τ _ => ?_
  rw [clusterPart_eq hφ, clusterPart_eq hψ]
```

Q: Does anything actually change between bases?

A: Single coefficients can. Here are two bases for one ternary site, checked entry by entry.

```lean
/-- Weights 1/9, 4/9, 4/9 of three species on a site. -/
def ternaryWeight : Fin 3 → ℝ := ![1 / 9, 4 / 9, 4 / 9]

/-- Three point functions on the ternary site. -/
def ternaryBasis : Fin 3 → Fin 3 → ℝ := ![![1, 1, 1], ![2, 1 / 2, -1], ![2, -1, 1 / 2]]

/-- The ternary point functions with the two nonconstant ones rotated among themselves. -/
def rotatedBasis : Fin 3 → Fin 3 → ℝ :=
  ![![1, 1, 1], ![14 / 5, -1 / 2, -1 / 5], ![-2 / 5, -1, 11 / 10]]

/-- The ternary functions and their rotated version are both point bases for the weights
1/9, 4/9, 4/9. -/
theorem isPointBasis_witness :
    IsPointBasis (n := 2) ternaryWeight ternaryBasis ∧
      IsPointBasis (n := 2) ternaryWeight rotatedBasis := by
  refine ⟨⟨?_, ?_⟩, ⟨?_, ?_⟩⟩
  · intro x
    fin_cases x <;> simp [ternaryBasis]
  · intro j k
    fin_cases j <;> fin_cases k <;>
      norm_num [ternaryWeight, ternaryBasis, Fin.sum_univ_succ]
  · intro x
    fin_cases x <;> simp [rotatedBasis]
  · intro j k
    fin_cases j <;> fin_cases k <;>
      norm_num [ternaryWeight, rotatedBasis, Fin.sum_univ_succ]
```

For \(f=\varphi_1\), the coefficient on label 1 goes from 1 to \(3/5\). The one on label 2 goes from 0 to \(-4/5\), so the squares still sum to 1.

```lean
/-- A single coefficient is not preserved: on one ternary site, the first nonconstant function
of the original basis has coefficient 1 on label 1 in that basis and 3/5 in the rotated one. -/
theorem coefficient_not_invariant :
    coefficient (ι := Unit) (m := fun _ => 2) (fun _ => ternaryWeight) (fun _ => ternaryBasis)
        (fun σ => ternaryBasis 1 (σ ())) (fun _ => 1) = 1 ∧
      coefficient (ι := Unit) (m := fun _ => 2) (fun _ => ternaryWeight)
        (fun _ => rotatedBasis) (fun σ => ternaryBasis 1 (σ ())) (fun _ => 1) = 3 / 5 := by
  -- a configuration of one site is just a species
  have hs : ∀ χ : Fin 3 → Fin 3 → ℝ,
      coefficient (ι := Unit) (m := fun _ => 2) (fun _ => ternaryWeight) (fun _ => χ)
        (fun σ => ternaryBasis 1 (σ ())) (fun _ => 1) =
      ∑ x : Fin 3, ternaryWeight x * ternaryBasis 1 x * χ 1 x := by
    intro χ
    unfold coefficient
    refine Fintype.sum_equiv (Equiv.funUnique Unit (Fin 3)) _ _ fun σ => ?_
    simp only [configWeight, clusterFn, Finset.univ_unique, Finset.prod_singleton]
    rfl
  constructor
  · refine (hs ternaryBasis).trans ?_
    norm_num [ternaryWeight, ternaryBasis, Fin.sum_univ_succ]
  · refine (hs rotatedBasis).trans ?_
    norm_num [ternaryWeight, ternaryBasis, rotatedBasis, Fin.sum_univ_succ]

end

end ClusterBasisInvariance
```

```lean
#print axioms ClusterBasisInvariance.clusterPower_invariant
#print axioms ClusterBasisInvariance.coefficient_not_invariant
```

```
'ClusterBasisInvariance.clusterPower_invariant' depends on axioms: [propext, Classical.choice, Quot.sound]
'ClusterBasisInvariance.coefficient_not_invariant' depends on axioms: [propext, Classical.choice, Quot.sound]
```

Q: Would orthonormality alone do?

A: No. Take one binary site with weights \(1/2,1/2\) and \(s=\pm1\). The ordered bases \((1,s)\) and \((s,1)\) are both orthonormal, but for \(f=1\) the site's sum is 0 in the first and 1 in the second.

Q: Then may I compare the two groups' published numbers?

A: The theorem covers them if both sets of coefficients are the full projections defined here, of the same energy function and under the same weights. If symmetry makes the decorations (1,2) and (2,1) of a pair equivalent, both squares still enter the sum. Coefficients fitted to a limited set of computed energies, with a truncated expansion, need not be projections of the true energy, and the theorem then does not guarantee that the two groups' sums agree. For cluster expansions of first-principles energies, the result supports comparing clusters by summed squares on a finite set of sites, with common weights and exact projections.
